# An invertible pairing operation that respects the symmetry forces a nonbonding orbital in every symmetry eigenspace of odd dimension

**A:** Let \(H\), \(P\) and \(C\) be complex square matrices of the same size, with \(P\) invertible, \(PH=-HP\), and \(C\) commuting with both \(H\) and \(P\). If the eigenspace

\[
S_\mu=\{v : Cv=\mu v\}
\]

has odd dimension, it contains a nonzero \(v\) with \(Hv=0\). Here \(H\) is a one-electron Hamiltonian, \(P\) a pairing operation, and \(C\) a spatial symmetry. The eigenspace \(S_\mu\) is called a symmetry species here; its dimension counts all independent orbitals with \(Cv=\mu v\), and is not the dimension of an irreducible representation. In trimethylenemethane, threefold symmetry supplies two such species, and so two nonbonding orbitals in the Hückel model.

**Q:** What physics stands behind \(PH=-HP\)? It looks like a strong demand.

**A:** It is an assumption about the model. Take atoms in two classes, with equal site energies set to zero and coupling only between the classes. Changing the sign of the coefficients on one class then reverses the sign of \(H\). Unequal site energies or coupling within a class generally spoil the relation. The condition \(CP=PC\) says that the symmetry respects the pairing, as a rotation does when it maps each class to itself.

**Q:** And how does an odd dimension produce a zero level?

**A:** First, \(H\) and \(P\) stay inside the species. If \(Cv=\mu v\), then \(C(Hv)=H(Cv)=\mu Hv\), and likewise for \(P\). If also \(Hv=\varepsilon v\), then

\[
H(Pv)=-P(Hv)=-\varepsilon\,Pv .
\]

So \(P\) carries a level \(\varepsilon\) to \(-\varepsilon\) in the same species. A level that is its own partner, a self-conjugate one, has \(\varepsilon=0\).

To avoid assuming that \(H\) can be diagonalised, use determinants. Let \(h\) and \(p\) be the restrictions of \(H\) and \(P\) to \(S_\mu\), and let \(d\) be its dimension. From \(ph=-hp\),

\[
\det p\,\det h=(-1)^d\det h\,\det p=-\det p\,\det h
\]

for odd \(d\), hence \(2\det p\,\det h=0\). Since \(P\) is invertible, \(p\) is injective and \(\det p\neq0\). Therefore \(\det h=0\), and \(h\) annihilates some nonzero vector of the species.

**Q:** Now the formal version. What are the orbitals there?

**A:** They are coefficient vectors `n → ℂ`, where `n` is a finite set labelling the basis functions.

In Lean 4 with Mathlib:

```lean
import Mathlib

open Matrix

namespace SelfConjugateNonbonding

noncomputable section

variable {n : Type*} [Fintype n] [DecidableEq n]
```

The species is a subspace, defined by the eigenvalue equation; `*ᵥ` is the matrix acting on a vector.

```lean
/-- The symmetry species of `C` with character `μ`: all orbitals `v` with `C v = μ v`. -/
def species {n : Type*} [Fintype n] (C : Matrix n n ℂ) (μ : ℂ) : Submodule ℂ (n → ℂ) where
  carrier := {v | C *ᵥ v = μ • v}
  zero_mem' := by
    show C *ᵥ 0 = μ • (0 : n → ℂ)
    rw [Matrix.mulVec_zero, smul_zero]
  add_mem' := by
    intro v w hv hw
    show C *ᵥ (v + w) = μ • (v + w)
    rw [Matrix.mulVec_add, show C *ᵥ v = μ • v from hv, show C *ᵥ w = μ • w from hw, smul_add]
  smul_mem' := by
    intro a v hv
    show C *ᵥ (a • v) = μ • (a • v)
    rw [Matrix.mulVec_smul, show C *ᵥ v = μ • v from hv, smul_comm]
```

**Q:** Is \(C\) a genuine rotation, and is \(H\) Hermitian?

**A:** Neither is required, so the physical case is included. The number \(\mu\) need not be an eigenvalue either: if it is not, the species has dimension zero, which is even, and the theorem is silent. What the statement does not cover is an infinite basis, or electron interaction beyond what a one-electron matrix \(H\) can hold. \(P\) is also linear, so an antilinear particle-hole operation is not treated.

The stability of a species is the calculation above: move \(C\) past the operator, then use \(Cv=\mu v\).

```lean
omit [DecidableEq n] in
/-- An operator that commutes with the symmetry `C` maps each symmetry species into itself. -/
theorem species_stable {A C : Matrix n n ℂ} (hA : C * A = A * C) {μ : ℂ} {v : n → ℂ}
    (hv : v ∈ species C μ) : A *ᵥ v ∈ species C μ := by
  have hv' : C *ᵥ v = μ • v := hv
  show C *ᵥ (A *ᵥ v) = μ • (A *ᵥ v)
  rw [Matrix.mulVec_mulVec, hA, ← Matrix.mulVec_mulVec, hv', Matrix.mulVec_smul]
```

The pairing of levels comes next. It does not assume that \(P\) is invertible, so it claims only that \(Pv\) solves the equation for \(-\varepsilon\). When \(P\) is invertible and \(v\neq0\), \(Pv\) is a true orbital.

```lean
omit [DecidableEq n] in
/-- The pairing operation turns an orbital of energy `ε` into a solution of the eigenvalue
equation for energy `-ε` in the same symmetry species. -/
theorem level_pairing {H P C : Matrix n n ℂ} (hPH : P * H = -(H * P)) (hCP : C * P = P * C)
    {μ ε : ℂ} {v : n → ℂ} (hv : v ∈ species C μ) (hε : H *ᵥ v = ε • v) :
    P *ᵥ v ∈ species C μ ∧ H *ᵥ (P *ᵥ v) = (-ε) • (P *ᵥ v) := by
  refine ⟨species_stable hCP hv, ?_⟩
  have h : H * P = -(P * H) := by rw [hPH, neg_neg]
  rw [Matrix.mulVec_mulVec, h, Matrix.neg_mulVec, ← Matrix.mulVec_mulVec, hε,
    Matrix.mulVec_smul, neg_smul]
```

**Q:** Where does the determinant argument appear?

**A:** In a lemma about linear maps on any finite-dimensional complex space. It takes the determinant of `anti`, uses `hodd.neg_one_pow` for the sign, and divides by two to get `hz`. A vanishing determinant then gives a nonzero vector in the kernel.

```lean
/-- On an odd-dimensional space, an operator that anticommutes with an injective operator
annihilates some nonzero vector. -/
theorem exists_null_of_anticommute {V : Type*} [AddCommGroup V] [Module ℂ V]
    [FiniteDimensional ℂ V] (h p : V →ₗ[ℂ] V) (hp : Function.Injective p)
    (anti : p ∘ₗ h = -(h ∘ₗ p)) (hodd : Odd (Module.finrank ℂ V)) :
    ∃ v, v ≠ 0 ∧ h v = 0 := by
  have hdp : LinearMap.det p ≠ 0 := by
    intro h0
    have hlt := LinearMap.bot_lt_ker_of_det_eq_zero h0
    rw [LinearMap.ker_eq_bot.mpr hp] at hlt
    exact lt_irrefl _ hlt
  -- the determinant of the anticommutation relation picks up the sign (-1)^dim = -1
  have hd := congrArg LinearMap.det anti
  rw [← neg_one_smul ℂ (h ∘ₗ p), LinearMap.det_smul, LinearMap.det_comp, LinearMap.det_comp,
    hodd.neg_one_pow] at hd
  have hz : LinearMap.det p * LinearMap.det h = 0 := by linear_combination hd / 2
  have hlt := LinearMap.bot_lt_ker_of_det_eq_zero ((mul_eq_zero.mp hz).resolve_left hdp)
  obtain ⟨v, hv, hv0⟩ := Submodule.exists_mem_ne_zero_of_ne_bot (ne_of_gt hlt)
  exact ⟨v, hv0, LinearMap.mem_ker.mp hv⟩
```

**Q:** Does the main theorem contain all your assumptions, and nothing hidden?

**A:** Read it in order: `IsUnit P` is invertibility, `hPH` is the anticommutation, `hCH` and `hCP` are the two symmetry conditions, and `hodd` says that the species has odd dimension. The conclusion gives a vector in that species, nonzero, with \(Hv=0\). "Nonbonding" therefore means energy zero on the scale in which `hPH` holds.

The proof restricts both matrices to the species. A left inverse `Q` of \(P\) shows that the restricted \(p\) is injective, `anti` transfers the sign relation, and the determinant lemma supplies the vector.

```lean
/-- If an invertible pairing operation anticommutes with `H`, and the symmetry `C` commutes with
both, then every symmetry species of odd dimension contains a nonbonding orbital. -/
theorem exists_nonbonding {H P C : Matrix n n ℂ} (hP : IsUnit P) (hPH : P * H = -(H * P))
    (hCH : C * H = H * C) (hCP : C * P = P * C) {μ : ℂ}
    (hodd : Odd (Module.finrank ℂ (species C μ))) :
    ∃ v ∈ species C μ, v ≠ 0 ∧ H *ᵥ v = 0 := by
  -- restrict both operators to the species
  let h := (Matrix.mulVecLin H).restrict (fun v (hv : v ∈ species C μ) => species_stable hCH hv)
  let p := (Matrix.mulVecLin P).restrict (fun v (hv : v ∈ species C μ) => species_stable hCP hv)
  have hp : Function.Injective p := by
    intro x y hxy
    obtain ⟨Q, hQ⟩ := hP.exists_left_inv
    have h1 : P *ᵥ x.1 = P *ᵥ y.1 := congrArg Subtype.val hxy
    have h2 := congrArg (fun z => Q *ᵥ z) h1
    simp only [Matrix.mulVec_mulVec, hQ, Matrix.one_mulVec] at h2
    exact Subtype.ext h2
  have anti : p ∘ₗ h = -(h ∘ₗ p) := by
    refine LinearMap.ext fun x => Subtype.ext ?_
    show P *ᵥ (H *ᵥ x.1) = -(H *ᵥ (P *ᵥ x.1))
    rw [Matrix.mulVec_mulVec, Matrix.mulVec_mulVec, hPH, Matrix.neg_mulVec]
  obtain ⟨v, hv0, hv⟩ := exists_null_of_anticommute h p hp anti hodd
  exact ⟨v.1, v.2, fun h0 => hv0 (Subtype.ext h0), congrArg Subtype.val hv⟩
```

**Q:** Do you need every one of those conditions?

**A:** Small examples show what fails. Write \(\sigma_x,\sigma_z\) for the Pauli matrices.

- Without invertibility: in one dimension take \(P=0\), \(H=C=1\).
- Without \(PH=-HP\): in one dimension take \(P=H=C=1\).
- Without \(CP=PC\): take \(H=C=\sigma_z\), \(P=\sigma_x\). The species \(\mu=1\) is spanned by \((1,0)\), which has energy 1.
- Without \(CH=HC\): take \(H=\sigma_z\), \(P=C=\sigma_x\). The species \(\mu=1\) is spanned by \((1,1)/\sqrt2\), which \(H\) sends to \((1,-1)/\sqrt2\).

In each case the other conditions hold, the species \(\mu=1\) has dimension one, and it has no nonbonding orbital. Oddness gets its own example in the molecule below.

**Q:** You promised two orbitals. Could two species give the same one?

**A:** No. Take nonzero \(v\in S_\mu\) and \(w\in S_\nu\) with \(\mu\neq\nu\), and suppose \(av+bw=0\). Applying \(C\) gives \(a\mu v+b\nu w=0\). Subtracting \(\nu\) times the first relation leaves \(a(\mu-\nu)v=0\), so \(a=0\), and then \(b=0\). The code follows the same elimination, with `h2` as the subtracted relation.

```lean
/-- Two different symmetry species of odd dimension supply two linearly independent
nonbonding orbitals. -/
theorem exists_nonbonding_pair {H P C : Matrix n n ℂ} (hP : IsUnit P) (hPH : P * H = -(H * P))
    (hCH : C * H = H * C) (hCP : C * P = P * C) {μ ν : ℂ} (hμν : μ ≠ ν)
    (hμ : Odd (Module.finrank ℂ (species C μ))) (hν : Odd (Module.finrank ℂ (species C ν))) :
    ∃ v w : n → ℂ, LinearIndependent ℂ ![v, w] ∧ H *ᵥ v = 0 ∧ H *ᵥ w = 0 := by
  obtain ⟨v, hvC, hv0, hv⟩ := exists_nonbonding hP hPH hCH hCP hμ
  obtain ⟨w, hwC, hw0, hw⟩ := exists_nonbonding hP hPH hCH hCP hν
  refine ⟨v, w, LinearIndependent.pair_iff.mpr ?_, hv, hw⟩
  intro a b hab
  -- apply C to the linear relation and eliminate w
  have h1 : C *ᵥ (a • v + b • w) = 0 := by rw [hab, Matrix.mulVec_zero]
  rw [Matrix.mulVec_add, Matrix.mulVec_smul, Matrix.mulVec_smul,
    show C *ᵥ v = μ • v from hvC, show C *ᵥ w = ν • w from hwC] at h1
  have h2 : (a * (μ - ν)) • v = 0 := by
    linear_combination (norm := module) h1 - ν • hab
  have ha : a = 0 :=
    (mul_eq_zero.mp ((smul_eq_zero.mp h2).resolve_right hv0)).resolve_right (sub_ne_zero.mpr hμν)
  rw [ha, zero_smul, zero_add] at hab
  exact ⟨ha, (smul_eq_zero.mp hab).resolve_right hw0⟩
```

**Q:** So far nothing is threefold. Show me the molecule.

**A:** Atom 0 is the centre and atoms 1, 2, 3 surround it. The real number \(\beta\) is the coupling between the centre and each outer atom, the Hückel resonance integral.

```lean
/-- Hückel Hamiltonian of trimethylenemethane: a central atom (index 0) coupled to three outer
atoms by `β`, with energies measured from the atomic level. -/
def tmmH (β : ℝ) : Matrix (Fin 4) (Fin 4) ℂ :=
  !![0, β, β, β; β, 0, 0, 0; β, 0, 0, 0; β, 0, 0, 0]
```

The pairing operation changes the sign on the outer atoms.

```lean
/-- The pairing operation that changes the sign of the orbitals on the outer atoms. -/
def tmmP : Matrix (Fin 4) (Fin 4) ℂ :=
  !![1, 0, 0, 0; 0, -1, 0, 0; 0, 0, -1, 0; 0, 0, 0, -1]
```

The rotation sends \((v_0,v_1,v_2,v_3)\) to \((v_0,v_2,v_3,v_1)\).

```lean
/-- The threefold rotation that permutes the outer atoms cyclically. -/
def tmmC : Matrix (Fin 4) (Fin 4) ℂ :=
  !![1, 0, 0, 0; 0, 0, 1, 0; 0, 0, 0, 1; 0, 1, 0, 0]
```

Membership in a species thus means \(v_0=\mu v_0\), \(v_2=\mu v_1\), \(v_3=\mu v_2\) and \(v_1=\mu v_3\).

```lean
/-- The symmetry species of the threefold rotation, written out in atomic coefficients. -/
theorem mem_tmm_species {μ : ℂ} {v : Fin 4 → ℂ} : v ∈ species tmmC μ ↔
    v 0 = μ * v 0 ∧ v 2 = μ * v 1 ∧ v 3 = μ * v 2 ∧ v 1 = μ * v 3 := by
  have hC : tmmC *ᵥ v = ![v 0, v 2, v 3, v 1] := by
    ext i
    fin_cases i <;> simp [tmmC, Matrix.mulVec, dotProduct, Fin.sum_univ_four]
  change tmmC *ᵥ v = μ • v ↔ _
  rw [hC]
  constructor
  · intro h
    exact ⟨congrFun h 0, congrFun h 1, congrFun h 2, congrFun h 3⟩
  · rintro ⟨h0, h1, h2, h3⟩
    funext i
    fin_cases i
    exacts [h0, h1, h2, h3]
```

**Q:** Which species are odd?

**A:** Let \(\omega^2+\omega+1=0\). Then \(\omega\neq1\), so \(v_0=0\), and the other equations give \(v=v_1(0,1,\omega,\omega^2)\). The last one is consistent because \(\omega^3=1\). The species is one-dimensional, with normalised orbital \((0,1,\omega,\omega^2)/\sqrt3\). The next theorem checks the matrix relations entry by entry and then proves that this vector, without the factor \(1/\sqrt3\), spans the species.

```lean
/-- Trimethylenemethane meets all the symmetry relations, and its species belonging to a
primitive cube root of unity `ω` is one-dimensional. -/
theorem tmm_witness (β : ℝ) {ω : ℂ} (hω : ω ^ 2 + ω + 1 = 0) :
    IsUnit tmmP ∧ tmmP * tmmH β = -(tmmH β * tmmP) ∧ tmmC * tmmH β = tmmH β * tmmC ∧
      tmmC * tmmP = tmmP * tmmC ∧ Module.finrank ℂ (species tmmC ω) = 1 := by
  have hPP : tmmP * tmmP = 1 := by
    ext i j
    fin_cases i <;> fin_cases j <;> simp [tmmP, Matrix.mul_apply, Fin.sum_univ_four]
  refine ⟨⟨⟨tmmP, tmmP, hPP, hPP⟩, rfl⟩, ?_, ?_, ?_, ?_⟩
  · ext i j
    fin_cases i <;> fin_cases j <;> simp [tmmP, tmmH, Matrix.mul_apply, Fin.sum_univ_four]
  · ext i j
    fin_cases i <;> fin_cases j <;> simp [tmmC, tmmH, Matrix.mul_apply, Fin.sum_univ_four]
  · ext i j
    fin_cases i <;> fin_cases j <;> simp [tmmC, tmmP, Matrix.mul_apply, Fin.sum_univ_four]
  -- the species is spanned by the orbital (0, 1, ω, ω²)
  have hs : species tmmC ω = Submodule.span ℂ {(![0, 1, ω, ω ^ 2] : Fin 4 → ℂ)} := by
    ext v
    rw [Submodule.mem_span_singleton]
    constructor
    · intro hv
      obtain ⟨h0, h1, h2, -⟩ := mem_tmm_species.mp hv
      have hv0 : v 0 = 0 := by linear_combination (2 + ω) / 3 * h0 + v 0 / 3 * hω
      refine ⟨v 1, ?_⟩
      funext i
      fin_cases i
      · show v 1 * 0 = v 0
        rw [hv0, mul_zero]
      · show v 1 * 1 = v 1
        ring
      · show v 1 * ω = v 2
        linear_combination -h1
      · show v 1 * ω ^ 2 = v 3
        linear_combination -h2 - ω * h1
    · rintro ⟨a, rfl⟩
      refine mem_tmm_species.mpr ⟨?_, ?_, ?_, ?_⟩
      · show a * 0 = ω * (a * 0)
        ring
      · show a * ω = ω * (a * 1)
        ring
      · show a * ω ^ 2 = ω * (a * ω)
        ring
      · show a * 1 = ω * (a * ω ^ 2)
        linear_combination a * (1 - ω) * hω
  rw [hs]
  refine finrank_span_singleton ?_
  intro h
  have h1 : (1 : ℂ) = 0 := congrFun h 1
  exact one_ne_zero h1
```

A suitable phase is \(\omega=-\tfrac12+\tfrac{\sqrt3}{2}i\), verified through its real and imaginary parts.

```lean
/-- There is a complex number `ω` with `ω² + ω + 1 = 0`. -/
theorem exists_threefold_phase : ∃ ω : ℂ, ω ^ 2 + ω + 1 = 0 := by
  have h3 := Real.mul_self_sqrt (show (0 : ℝ) ≤ 3 by norm_num)
  refine ⟨⟨-1 / 2, √3 / 2⟩, ?_⟩
  apply Complex.ext
  · simp only [pow_two, Complex.add_re, Complex.mul_re, Complex.one_re, Complex.zero_re]
    linear_combination -h3 / 4
  · simp only [pow_two, Complex.add_im, Complex.mul_im, Complex.one_im, Complex.zero_im]
    ring
```

Its square satisfies the same equation, since \(\omega^4+\omega^2+1=(\omega^2+\omega+1)(\omega^2-\omega+1)\). It also differs from \(\omega\), because \(\omega=\omega^2\) would require \(\omega=0\) or \(1\), and neither is a root. Two different odd species are therefore available, and the pair theorem applies.

```lean
/-- Trimethylenemethane has two linearly independent nonbonding orbitals. -/
theorem tmm_nonbonding_pair (β : ℝ) : ∃ v w : Fin 4 → ℂ,
    LinearIndependent ℂ ![v, w] ∧ tmmH β *ᵥ v = 0 ∧ tmmH β *ᵥ w = 0 := by
  obtain ⟨ω, hω⟩ := exists_threefold_phase
  have hω2 : (ω ^ 2) ^ 2 + ω ^ 2 + 1 = 0 := by linear_combination (ω ^ 2 - ω + 1) * hω
  have hne : ω ≠ ω ^ 2 := by
    intro h
    have h3 : (3 : ℂ) = 0 := by linear_combination (3 - 2 * ω) * hω - (2 * ω + 1) * h
    norm_num at h3
  -- the species of ω and of ω² are both one-dimensional
  obtain ⟨hP, hPH, hCH, hCP, h1⟩ := tmm_witness β hω
  obtain ⟨-, -, -, -, h2⟩ := tmm_witness β hω2
  exact exists_nonbonding_pair hP hPH hCH hCP hne (by rw [h1]; exact odd_one)
    (by rw [h2]; exact odd_one)
```

**Q:** Counting atoms gives me two zero levels as well: three outer atoms minus one centre.

**A:** It does. The symmetry argument adds where they sit, one in each of the species \(\omega\) and \(\omega^2\). For electron counting in this non-interacting model, that identifies a degenerate nonbonding pair to be filled after the bonding level; it does not decide the spin state.

**Q:** And the totally symmetric species?

**A:** It consists of the vectors \((a,b,b,b)\), so its dimension is two. On it,

\[
H(a,b,b,b)=(3\beta b,\beta a,\beta a,\beta a),
\]

which vanishes for \(\beta\neq0\) only if \(a=b=0\). Every condition except oddness holds, and there is no nonbonding orbital. In the code, `key` is this calculation, and \((1,0,0,0)\) shows that the species is nonzero. Evenness follows by contradiction: an odd dimension would let `exists_nonbonding` produce an orbital that `key` excludes.

```lean
/-- For nonzero coupling, the totally symmetric species of trimethylenemethane is nonzero, has
even dimension and contains no nonbonding orbital. -/
theorem tmm_symmetric_species {β : ℝ} (hβ : β ≠ 0) :
    species tmmC 1 ≠ ⊥ ∧ Even (Module.finrank ℂ (species tmmC 1)) ∧
      ∀ v ∈ species tmmC 1, tmmH β *ᵥ v = 0 → v = 0 := by
  have hb : (β : ℂ) ≠ 0 := Complex.ofReal_ne_zero.mpr hβ
  have key : ∀ v ∈ species tmmC 1, tmmH β *ᵥ v = 0 → v = 0 := by
    intro v hv h
    obtain ⟨-, h1, h2, -⟩ := mem_tmm_species.mp hv
    have hH : tmmH β *ᵥ v = ![β * (v 1 + v 2 + v 3), β * v 0, β * v 0, β * v 0] := by
      ext i
      fin_cases i <;> simp [tmmH, Matrix.mulVec, dotProduct, Fin.sum_univ_four]
      ring
    rw [hH] at h
    have e0 : (β : ℂ) * (v 1 + v 2 + v 3) = 0 := congrFun h 0
    have e1 : (β : ℂ) * v 0 = 0 := congrFun h 1
    have s := (mul_eq_zero.mp e0).resolve_left hb
    have a0 : v 0 = 0 := (mul_eq_zero.mp e1).resolve_left hb
    have a1 : v 1 = 0 := by linear_combination s / 3 - 2 / 3 * h1 - h2 / 3
    have a2 : v 2 = 0 := by rw [h1, a1, mul_zero]
    have a3 : v 3 = 0 := by rw [h2, a2, mul_zero]
    funext i
    fin_cases i
    exacts [a0, a1, a2, a3]
  refine ⟨?_, ?_, key⟩
  · intro hbot
    have hmem : (![1, 0, 0, 0] : Fin 4 → ℂ) ∈ species tmmC 1 :=
      mem_tmm_species.mpr (by refine ⟨?_, ?_, ?_, ?_⟩ <;> simp)
    rw [hbot] at hmem
    have h1 : (1 : ℂ) = 0 := congrFun ((Submodule.mem_bot ℂ).mp hmem) 0
    exact one_ne_zero h1
  · -- an odd dimension would force a nonbonding orbital
    refine Nat.not_odd_iff_even.mp fun hodd => ?_
    obtain ⟨ω, hω⟩ := exists_threefold_phase
    obtain ⟨hP, hPH, hCH, hCP, -⟩ := tmm_witness β hω
    obtain ⟨v, hv, hv0, hHv⟩ := exists_nonbonding hP hPH hCH hCP hodd
    exact hv0 (key v hv hHv)

end

end SelfConjugateNonbonding
```

```lean
#print axioms SelfConjugateNonbonding.level_pairing
#print axioms SelfConjugateNonbonding.exists_nonbonding
#print axioms SelfConjugateNonbonding.tmm_nonbonding_pair
#print axioms SelfConjugateNonbonding.tmm_symmetric_species
```

```
'SelfConjugateNonbonding.level_pairing' depends on axioms: [propext, Classical.choice, Quot.sound]
'SelfConjugateNonbonding.exists_nonbonding' depends on axioms: [propext, Classical.choice, Quot.sound]
'SelfConjugateNonbonding.tmm_nonbonding_pair' depends on axioms: [propext, Classical.choice, Quot.sound]
'SelfConjugateNonbonding.tmm_symmetric_species' depends on axioms: [propext, Classical.choice, Quot.sound]
```
